# Absolutely summable force constants cannot reproduce a nonzero LO–TO term near $q=0$

When I compute phonons of a polar crystal from a neural potential with a finite cutoff, I add a dipole–dipole correction to the dynamical matrix near the zone centre. The reason can be illustrated by an isotropic model with three optical modes, whose dynamical matrix at a nonzero wavevector $q\in\mathbb R^3$ near the zone centre is

$$D(q)=wI+c\,\frac{qq^T}{q\cdot q},$$

where $w$ is the squared transverse frequency and $c\neq0$ is the shift of the squared longitudinal frequency by the macroscopic electric field. No finite sum of terms $\Phi_R e^{iq\cdot R}$, with mass-weighted force-constant matrices $\Phi_R$ at separations $R$, is supposed to match this as $q\to0$. Can that be made rigorous and machine-checked, ideally with the size of the error?

## Two directions of approach force errors above every $\varepsilon<|c|/2$

Yes. Write $q=tn$ with $t\ne0$ and $n$ a unit vector, and probe $D$ with a real unit polarisation $e$. The length $t$ cancels, so

$$e^TD(tn)e=w(e\cdot e)+c(n\cdot e)^2=w+c(n\cdot e)^2.$$

This is $w+c$ for $n=e$ (longitudinal) and $w$ for $n=p$, a unit vector perpendicular to $e$ (transverse). For $c\neq0$ the two values differ however small $t$ is, so $D$ has no limit at $0$.

Now take a model $F(q)=\sum_l\Phi_l e^{iq\cdot R_l}$ with absolutely summable entries. Since $|e^{iq\cdot R_l}|=1$, the series converges uniformly and $F$ is continuous. Put $f=e^TF(0)e$. If the error in $e^TDe$ were at most $\varepsilon$ at all nonzero $q$ near $0$, letting $t\to0$ along $e$ and along $p$ would give

$$|w+c-f|\le\varepsilon,\qquad |w-f|\le\varepsilon,$$

hence $|c|\le2\varepsilon$. So every $\varepsilon<|c|/2$ is exceeded arbitrarily close to $0$. In particular, $D-F$ cannot tend to zero when $c\ne0$.

The threshold is sharp: the on-site model $(w+c/2)I$ has error $|c|\,|(n\cdot e)^2-\tfrac12|\le|c|/2$, because $0\le(n\cdot e)^2\le1$.

```lean
import Mathlib

open Matrix Filter Topology

noncomputable section

namespace ShortRangeLOTO

/-- The long-wavelength dynamical matrix `w I + c q qᵀ / |q|²` of an isotropic model of a polar
crystal with three optical modes, for nonzero wavevectors `q`. -/
def polarD (w c : ℝ) (q : Fin 3 → ℝ) : Matrix (Fin 3) (Fin 3) ℂ :=
  (w • (1 : Matrix (Fin 3) (Fin 3) ℝ) + (c / (q ⬝ᵥ q)) • vecMulVec q q).map Complex.ofReal

/-- The quadratic form `eᵀ A e` of a dynamical matrix `A` for a real polarisation `e`. -/
def polarised (A : Matrix (Fin 3) (Fin 3) ℂ) (e : Fin 3 → ℝ) : ℂ :=
  ∑ i, ∑ j, (e i : ℂ) * A i j * (e j : ℂ)

/-- The Bloch phase `exp(i q·R)`. -/
def phase (R q : Fin 3 → ℝ) : ℂ := Complex.exp (((q ⬝ᵥ R : ℝ) : ℂ) * Complex.I)

/-- The dynamical matrix with entries `∑ Φ_l exp(i q·R_l)` built from force constants `Φ_l`
at separations `R_l`, for absolutely summable force constants. -/
def shortRange {ι : Type*} (R : ι → Fin 3 → ℝ) (Φ : ι → Matrix (Fin 3) (Fin 3) ℂ)
    (q : Fin 3 → ℝ) : Matrix (Fin 3) (Fin 3) ℂ :=
  Matrix.of fun i j => ∑' l, Φ l i j * phase (R l) q

lemma continuous_phase (R : Fin 3 → ℝ) : Continuous (phase R) := by
  have h : Continuous fun q : Fin 3 → ℝ => q ⬝ᵥ R := by
    unfold dotProduct
    fun_prop
  exact Complex.continuous_exp.comp ((Complex.continuous_ofReal.comp h).mul continuous_const)

lemma continuous_polarised (e : Fin 3 → ℝ) : Continuous fun A => polarised A e :=
  continuous_finsetSum _ fun i _ => continuous_finsetSum _ fun j _ =>
    (continuous_const.mul (continuous_id.matrix_elem i j)).mul continuous_const

/-- Every polarisation has a unit vector perpendicular to it. -/
lemma exists_transverse (e : Fin 3 → ℝ) : ∃ p : Fin 3 → ℝ, p ⬝ᵥ p = 1 ∧ p ⬝ᵥ e = 0 := by
  by_cases h : e 0 ^ 2 + e 1 ^ 2 = 0
  · have h2 : e 0 ^ 2 = 0 := by linarith [sq_nonneg (e 0), sq_nonneg (e 1)]
    have h0 : e 0 = 0 := (pow_eq_zero_iff two_ne_zero).1 h2
    exact ⟨![1, 0, 0], by simp [dotProduct, Fin.sum_univ_three],
      by simp [dotProduct, Fin.sum_univ_three, h0]⟩
  · obtain ⟨s, hs⟩ : ∃ s : ℝ, s ^ 2 = e 0 ^ 2 + e 1 ^ 2 := ⟨_, Real.sq_sqrt (by positivity)⟩
    have hs0 : s ≠ 0 := by
      rintro rfl
      apply h
      linarith
    refine ⟨![-e 1 / s, e 0 / s, 0], ?_, ?_⟩
    · have h1 : (-e 1 / s) * (-e 1 / s) + (e 0 / s) * (e 0 / s) + 0 * 0 = 1 := by
        field_simp
        linarith
      rw [dotProduct, Fin.sum_univ_three]
      exact h1
    · have h1 : (-e 1 / s) * e 0 + (e 0 / s) * e 1 + 0 * e 2 = 0 := by ring
      rw [dotProduct, Fin.sum_univ_three]
      exact h1

/-- At wavevector `t n`, with `n` a unit vector and `t ≠ 0`, the polar dynamical matrix has
the value `w + c (n·e)²` for the unit polarisation `e`. -/
theorem polarised_polarD (w c : ℝ) {t : ℝ} (ht : t ≠ 0) {n e : Fin 3 → ℝ}
    (hn : n ⬝ᵥ n = 1) (he : e ⬝ᵥ e = 1) :
    polarised (polarD w c (t • n)) e = ((w + c * (n ⬝ᵥ e) ^ 2 : ℝ) : ℂ) := by
  have hd : (t • n) ⬝ᵥ (t • n) = t ^ 2 := by
    rw [smul_dotProduct, dotProduct_smul, hn, smul_eq_mul, smul_eq_mul]
    ring
  -- the length of the wavevector cancels in every entry
  have hentry : ∀ i j, polarD w c (t • n) i j
      = ((w * (if i = j then 1 else 0) + c * (n i * n j) : ℝ) : ℂ) := by
    intro i j
    have h : c / t ^ 2 * (t * n i * (t * n j)) = c * (n i * n j) := by field_simp
    simp only [polarD, Matrix.map_apply, Matrix.add_apply, Matrix.smul_apply,
      Matrix.vecMulVec_apply, Matrix.one_apply, hd, Pi.smul_apply, smul_eq_mul, h]
  have hreal : ∑ i, ∑ j, e i * (w * (if i = j then 1 else 0) + c * (n i * n j)) * e j
      = w + c * (n ⬝ᵥ e) ^ 2 := by
    simp only [dotProduct, Fin.sum_univ_three] at he ⊢
    simp only [Fin.reduceEq, if_true, if_false]
    linear_combination w * he
  rw [← hreal]
  simp only [polarised, hentry, Complex.ofReal_sum, Complex.ofReal_mul]

/-- Absolutely summable force constants give a dynamical matrix continuous in `q`. -/
theorem continuous_shortRange {ι : Type*} (R : ι → Fin 3 → ℝ)
    (Φ : ι → Matrix (Fin 3) (Fin 3) ℂ) (hΦ : ∀ i j, Summable fun l => ‖Φ l i j‖) :
    Continuous (shortRange R Φ) := by
  refine continuous_matrix fun i j => ?_
  refine continuous_tsum (fun l => continuous_const.mul (continuous_phase (R l))) (hΦ i j) ?_
  intro l q
  rw [norm_mul, phase, Complex.norm_exp_ofReal_mul_I, mul_one]

/-- For a model `F` continuous at `q = 0`, any unit polarisation and any `ε < |c|/2`, there are
nonzero wavevectors arbitrarily close to 0 at which the model errs by more than `ε`. -/
theorem error_of_continuousAt {F : (Fin 3 → ℝ) → Matrix (Fin 3) (Fin 3) ℂ}
    (hF : ContinuousAt F 0) (w c : ℝ) {e : Fin 3 → ℝ} (he : e ⬝ᵥ e = 1)
    {ε : ℝ} (hε : ε < |c| / 2) :
    ∃ᶠ q in 𝓝[≠] 0, ε < ‖polarised (polarD w c q) e - polarised (F q) e‖ := by
  by_contra h
  rw [Filter.not_frequently] at h
  have hcont : Tendsto (fun q => polarised (F q) e) (𝓝 0) (𝓝 (polarised (F 0) e)) :=
    ((continuous_polarised e).tendsto (F 0)).comp hF
  -- approach the zone centre along a fixed direction `n`
  have key : ∀ n : Fin 3 → ℝ, n ⬝ᵥ n = 1 →
      ‖((w + c * (n ⬝ᵥ e) ^ 2 : ℝ) : ℂ) - polarised (F 0) e‖ ≤ ε := by
    intro n hn
    have hn0 : n ≠ 0 := by
      rintro rfl
      simp at hn
    have hl : Tendsto (fun t : ℝ => t • n) (𝓝[≠] 0) (𝓝[≠] 0) := by
      refine tendsto_nhdsWithin_iff.2 ⟨?_, ?_⟩
      · have h1 : Continuous fun t : ℝ => t • n := by fun_prop
        have h2 := h1.tendsto 0
        simp only [zero_smul] at h2
        exact h2.mono_left nhdsWithin_le_nhds
      · filter_upwards [self_mem_nhdsWithin] with t ht
        exact smul_ne_zero ht hn0
    have hlim : Tendsto
        (fun t : ℝ => ‖((w + c * (n ⬝ᵥ e) ^ 2 : ℝ) : ℂ) - polarised (F (t • n)) e‖)
        (𝓝[≠] 0) (𝓝 ‖((w + c * (n ⬝ᵥ e) ^ 2 : ℝ) : ℂ) - polarised (F 0) e‖) :=
      (tendsto_const_nhds.sub (hcont.comp (hl.mono_right nhdsWithin_le_nhds))).norm
    refine le_of_tendsto hlim ?_
    filter_upwards [hl.eventually h, self_mem_nhdsWithin] with t ht ht0
    rw [polarised_polarD w c ht0 hn he] at ht
    exact not_lt.1 ht
  -- compare the longitudinal and a transverse approach
  obtain ⟨p, hp, hpe⟩ := exists_transverse e
  have h1 := key e he
  have h2 := key p hp
  rw [he] at h1
  rw [hpe] at h2
  have h3 : |c| ≤ ε + ε := by
    calc |c| = ‖(((w + c * 1 ^ 2 : ℝ) : ℂ) - polarised (F 0) e)
          - (((w + c * 0 ^ 2 : ℝ) : ℂ) - polarised (F 0) e)‖ := by
          rw [sub_sub_sub_cancel_right, ← Complex.ofReal_sub, Complex.norm_real,
            Real.norm_eq_abs]
          congr 1
          ring
      _ ≤ ε + ε := (norm_sub_le _ _).trans (add_le_add h1 h2)
  linarith

/-- A model with absolutely summable force constants errs by more than any `ε < |c|/2` at
nonzero wavevectors arbitrarily close to 0, for every unit polarisation. -/
theorem shortRange_error {ι : Type*} (R : ι → Fin 3 → ℝ)
    (Φ : ι → Matrix (Fin 3) (Fin 3) ℂ) (hΦ : ∀ i j, Summable fun l => ‖Φ l i j‖)
    (w c : ℝ) {e : Fin 3 → ℝ} (he : e ⬝ᵥ e = 1) {ε : ℝ} (hε : ε < |c| / 2) :
    ∃ᶠ q in 𝓝[≠] 0, ε < ‖polarised (polarD w c q) e - polarised (shortRange R Φ q) e‖ :=
  error_of_continuousAt (continuous_shortRange R Φ hΦ).continuousAt w c he hε

/-- For `c ≠ 0`, no finite sum of terms `Φ_R exp(i q·R)` differs from the polar dynamical
matrix by a remainder that vanishes as `q → 0`. -/
theorem finiteRange_misses_splitting (w : ℝ) {c : ℝ} (hc : c ≠ 0) (s : Finset (Fin 3 → ℝ))
    (Φ : (Fin 3 → ℝ) → Matrix (Fin 3) (Fin 3) ℂ) :
    ¬ Tendsto (fun q => polarD w c q - ∑ R ∈ s, phase R q • Φ R) (𝓝[≠] 0) (𝓝 0) := by
  intro ht
  have hF : Continuous fun q => ∑ R ∈ s, phase R q • Φ R :=
    continuous_finsetSum _ fun R _ => (continuous_phase R).smul continuous_const
  have he : (![1, 0, 0] : Fin 3 → ℝ) ⬝ᵥ ![1, 0, 0] = 1 := by
    simp [dotProduct, Fin.sum_univ_three]
  have hpos : 0 < |c| := abs_pos.2 hc
  have hfreq := error_of_continuousAt hF.continuousAt w c he
    (show |c| / 4 < |c| / 2 by linarith)
  have hlim : Tendsto (fun q => ‖polarised (polarD w c q - ∑ R ∈ s, phase R q • Φ R)
      ![1, 0, 0]‖) (𝓝[≠] 0) (𝓝 ‖polarised 0 ![1, 0, 0]‖) :=
    (((continuous_polarised ![1, 0, 0]).tendsto 0).comp ht).norm
  have hz : polarised 0 ![1, 0, 0] = 0 := by simp [polarised]
  rw [hz, norm_zero] at hlim
  have hsub : ∀ A B : Matrix (Fin 3) (Fin 3) ℂ, polarised (A - B) ![1, 0, 0]
      = polarised A ![1, 0, 0] - polarised B ![1, 0, 0] := by
    intro A B
    simp only [polarised, Matrix.sub_apply, mul_sub, sub_mul, Finset.sum_sub_distrib]
  -- a vanishing remainder would eventually be smaller than `|c|/4`
  obtain ⟨q, h1, h2⟩ := (hfreq.and_eventually
    (hlim.eventually_lt_const (show 0 < |c| / 4 by linarith))).exists
  rw [hsub] at h2
  exact lt_asymm h1 h2

/-- For unit vectors `n` and `e`, the on-site model `(w + c/2) I` has error `|c| |(n·e)² - 1/2|` in
the quadratic form for the polarisation `e` at wavevector `t n`, `t ≠ 0`, and this is at most
`|c|/2`. -/
theorem onsite_model_error (w c : ℝ) {t : ℝ} (ht : t ≠ 0) {n e : Fin 3 → ℝ}
    (hn : n ⬝ᵥ n = 1) (he : e ⬝ᵥ e = 1) :
    ‖polarised (polarD w c (t • n)) e - polarised (((w + c / 2 : ℝ) : ℂ) • 1) e‖
        = |c| * |(n ⬝ᵥ e) ^ 2 - 1 / 2| ∧
      |c| * |(n ⬝ᵥ e) ^ 2 - 1 / 2| ≤ |c| / 2 := by
  constructor
  · have hon : polarised (((w + c / 2 : ℝ) : ℂ) • 1) e = ((w + c / 2 : ℝ) : ℂ) := by
      have heC : (e 0 : ℂ) * e 0 + e 1 * e 1 + e 2 * e 2 = 1 := by
        simp only [dotProduct, Fin.sum_univ_three] at he
        exact_mod_cast he
      simp only [polarised, Matrix.smul_apply, Matrix.one_apply, Fin.sum_univ_three,
        Fin.reduceEq, if_true, if_false, smul_eq_mul]
      linear_combination ((w + c / 2 : ℝ) : ℂ) * heC
    rw [polarised_polarD w c ht hn he, hon, ← Complex.ofReal_sub, Complex.norm_real,
      Real.norm_eq_abs, ← abs_mul]
    congr 1
    ring
  · -- Cauchy-Schwarz bounds the squared direction cosine by one
    have h := Finset.sum_mul_sq_le_sq_mul_sq Finset.univ n e
    have hn' : ∑ i, n i ^ 2 = 1 := by simpa only [dotProduct, sq] using hn
    have he' : ∑ i, e i ^ 2 = 1 := by simpa only [dotProduct, sq] using he
    rw [hn', he', mul_one] at h
    have h1 : (n ⬝ᵥ e) ^ 2 ≤ 1 := h
    have h2 : |(n ⬝ᵥ e) ^ 2 - 1 / 2| ≤ 1 / 2 :=
      abs_le.2 ⟨by linarith [sq_nonneg (n ⬝ᵥ e)], by linarith⟩
    calc |c| * |(n ⬝ᵥ e) ^ 2 - 1 / 2| ≤ |c| * (1 / 2) :=
          mul_le_mul_of_nonneg_left h2 (abs_nonneg c)
      _ = |c| / 2 := by ring

end ShortRangeLOTO
```

```lean
#print axioms ShortRangeLOTO.shortRange_error
#print axioms ShortRangeLOTO.finiteRange_misses_splitting
#print axioms ShortRangeLOTO.onsite_model_error
```

```
'ShortRangeLOTO.shortRange_error' depends on axioms: [propext, Classical.choice, Quot.sound]
'ShortRangeLOTO.finiteRange_misses_splitting' depends on axioms: [propext, Classical.choice, Quot.sound]
'ShortRangeLOTO.onsite_model_error' depends on axioms: [propext, Classical.choice, Quot.sound]
```

## How the Lean statements read

`polarD w c q` is $D(q)$ as a complex matrix, and `polarised A e` is $e^TAe$. Errors are therefore in squared frequency. `phase R q` is $e^{iq\cdot R}$, with no extra $2\pi$.

In `shortRange_error`, `hΦ` is absolute summability of each matrix entry, and `∃ᶠ q in 𝓝[≠] 0` means that every neighbourhood of $0$ contains a nonzero $q$ with the stated error. The separations need not form a lattice, nor the $\Phi_l$ obey any symmetry. `finiteRange_misses_splitting` treats a finite set `s` of separations and says that the remainder does not tend to the zero matrix.

For a harmonic, isotropic three-mode model, this supports adding a long-range term to a finite-range potential. Coupling to acoustic modes, anisotropic dielectric response and the derivation of $c$ from Born charges are not treated. The longitudinal and transverse values appear as quadratic forms, not as eigenvector equations.

## How the proof follows the argument

- `polarised_polarD` cancels $t$ entry by entry, then uses $e\cdot e=1$ through `linear_combination`.
- `continuous_shortRange` is the uniform-convergence step, by `continuous_tsum`.
- `exists_transverse` constructs $p$: the first axis if $e$ lies along the third, otherwise the normalised $(-e_1,e_0,0)$.
- `error_of_continuousAt` assumes the contrary. Its `key` step passes to the limit along $n$ with `le_of_tendsto`; `norm_sub_le` then gives $|c|\le2\varepsilon$. It uses `continuous_polarised` to carry the limit through the quadratic form.
- `finiteRange_misses_splitting` sets an error above $|c|/4$ against a vanishing remainder, which would eventually fall below it.
- `onsite_model_error` bounds $(n\cdot e)^2$ by Cauchy–Schwarz.

## Continuity, and comparing eigenvalues only

Without continuity at $0$, `error_of_continuousAt` fails: take $F=D$ itself, whose error is zero at every $q\ne0$. Dipolar force constants, decaying as $1/R^3$ in three dimensions, are not absolutely summable, which leaves room for such behaviour.

Comparing sorted eigenvalues instead of polarised values would change the answer for models free of symmetry constraints. The constant matrix $\mathrm{diag}(w+c,w,w)$ has the same eigenvalues as $D(q)$ at every $q\neq0$, yet its special axis does not turn with $q$. The fixed polarisation $e$ detects that difference. Such a matrix breaks cubic symmetry, however. If symmetry makes $F(0)$ a multiple of $I$, all three eigenvalues of $F(q)$ tend to one value as $q\to0$, and the splitting is missed in the eigenvalues too.
